# The Slater integrals $F^0$ and $G^0$ of hydrogenic 1s and 2s orbitals

Take two electrons in the 1s orbital of hydrogen, in atomic units. Each has radial density $4s^2e^{-2s}$. The function $V(s)=(1+s)e^{-2s}$ satisfies $V''(s)=4se^{-2s}$, which is the density divided by $s$, and $V'(0)=-1$. The potential of one electron at radius $r$ is then $(V(0)-V(r))/r$, as shown below, and the repulsion is

$$\int_0^\infty 4re^{-2r}\bigl(1-(1+r)e^{-2r}\bigr)dr=1-\tfrac14-\tfrac18=\tfrac58 .$$

For nuclear charge $Z>0$, let

$$P_{1s}=2Z^{3/2}re^{-Zr},\qquad P_{2s}=\tfrac{1}{\sqrt2}Z^{3/2}r\bigl(1-\tfrac{Zr}{2}\bigr)e^{-Zr/2}.$$

With the kernel $1/\max(r,s)$, $F^0$ pairs the squares of two radial functions, and $G^0$ pairs their product with itself. The same mechanism gives

$$F^0(1s,1s)=\tfrac{5Z}{8},\quad F^0(1s,2s)=\tfrac{17Z}{81},\quad G^0(1s,2s)=\tfrac{16Z}{729},\quad F^0(2s,2s)=\tfrac{77Z}{512}.$$

In first-order perturbation theory with these unrelaxed orbitals, $5Z/8$ is the electron repulsion in a heliumlike ground state, and $2G^0(1s,2s)$ is the singlet–triplet splitting of $1s2s$.

## The potential from a second antiderivative

Write a density as $\rho(s)=s\,u(s)$, and let $V''=u$ with $V'(0)=-\int_0^\infty u$. Since $\frac{d}{ds}[(r-s)V'+V]=(r-s)u$,

$$r\int_0^r u\,ds-\int_0^r su\,ds=V(r)-V(0)+r\int_0^\infty u\,ds .$$

Rearranging and dividing by $r$ gives

$$\int_0^\infty\frac{\rho(s)}{\max(r,s)}ds=\frac1r\int_0^r su\,ds+\int_r^\infty u\,ds=\frac{V(0)-V(r)}{r}.$$

For $\rho=s^2(p+qs+ts^2)e^{-as}$, try $V=(v_0+v_1s+v_2s^2+v_3s^3)e^{-as}$. Matching powers of $s$ in $V''=\rho/s$ gives

$$a^2v_3=t,\quad a^2v_2-6av_3=q,\quad a^2v_1-4av_2+6v_3=p,\quad a^2v_0-2av_1+2v_2=0.$$

Solving from the left gives

$$v_3=\tfrac{t}{a^2},\quad v_2=\tfrac{q}{a^2}+\tfrac{6t}{a^3},\quad v_1=\tfrac{p}{a^2}+\tfrac{4q}{a^3}+\tfrac{18t}{a^4},\quad v_0=\tfrac{2p}{a^3}+\tfrac{6q}{a^4}+\tfrac{24t}{a^5}.$$

Then $V'(0)=v_1-av_0=-(p/a^2+2q/a^3+6t/a^4)=-\int_0^\infty u$, as required.

## The three integrals involving 2s

Substituting $x=Zr$, $y=Zs$ extracts one factor $Z$, so set $Z=1$. The moments $\int_0^\infty r^ke^{-ar}dr=k!/a^{k+1}$ do the rest.

The 2s density has $(p,q,t,a)=(\frac12,-\frac12,\frac18,1)$, hence $V=(1+\frac34r+\frac14r^2+\frac18r^3)e^{-r}$. Against the 1s density,

$$F^0(1s,2s)=1-4\left(\tfrac19+\tfrac1{18}+\tfrac1{54}+\tfrac1{81}\right)=\tfrac{17}{81}.$$

Against itself,

$$\begin{aligned}F^0(2s,2s)&=\tfrac14-\int_0^\infty\left(\tfrac r2-\tfrac{r^2}8-\tfrac{r^3}8+\tfrac{r^4}{32}-\tfrac{r^5}{32}+\tfrac{r^6}{64}\right)e^{-2r}dr\\&=\tfrac14-\tfrac{51}{512}=\tfrac{77}{512}.\end{aligned}$$

The product $P_{1s}P_{2s}$ has $(p,q,t,a)=(\sqrt2,-\frac{\sqrt2}2,0,\frac32)$, hence $v_0=0$ and $V=-\sqrt2(\frac4{27}r+\frac29r^2)e^{-3r/2}$. Therefore

$$G^0(1s,2s)=2\int_0^\infty\left(\tfrac4{27}r^2+\tfrac4{27}r^3-\tfrac19r^4\right)e^{-3r}dr=\tfrac{16}{729}.$$

## Orbitals and interactions in Lean

```lean
import Mathlib

open MeasureTheory Set

namespace HydrogenicSlaterIntegrals

noncomputable section
```

The charge is any positive real number, and the orbitals are real functions $P=rR$, with $R$ the usual radial factor.

```lean
/-- Radial function of the 1s orbital for nuclear charge `Z > 0`. -/
def P1s (Z r : ℝ) : ℝ := 2 * Z ^ (3 / 2 : ℝ) * r * Real.exp (-(Z * r))

/-- Radial function of the 2s orbital for nuclear charge `Z > 0`. -/
def P2s (Z r : ℝ) : ℝ :=
  Z ^ (3 / 2 : ℝ) * r * (1 - Z * r / 2) * Real.exp (-(Z * r / 2)) / √2
```

`monopole` is an iterated integral over `Ioi 0`, the open half-line. Its kernel is the monopole part of $1/r_{12}$; the angular reduction and the hydrogen Schrödinger equation are background to these definitions.

```lean
/-- Monopole Coulomb interaction of two radial densities on `r, s > 0`. -/
def monopole (f g : ℝ → ℝ) : ℝ :=
  ∫ r in Ioi (0 : ℝ), ∫ s in Ioi (0 : ℝ), f r * g s / max r s

/-- Direct Slater integral of two radial functions. -/
def F0 (P Q : ℝ → ℝ) : ℝ := monopole (fun r => P r ^ 2) (fun r => Q r ^ 2)

/-- Exchange Slater integral of two radial functions. -/
def G0 (P Q : ℝ → ℝ) : ℝ := monopole (fun r => P r * Q r) (fun r => P r * Q r)
```

The family `density p q t a` contains every density needed.

```lean
/-- Radial density made of a quadratic polynomial, the factor `r²` and an exponential. -/
def density (p q t a r : ℝ) : ℝ := r ^ 2 * (p + q * r + t * r ^ 2) * Real.exp (-(a * r))
```

## Moments and the Poisson step

`power_moment` obtains the value from Mathlib's Gamma integral. Integrability follows because Mathlib assigns zero to a non-integrable function's integral, whereas this value is positive.

```lean
/-- Radial moments of an exponential: the integrals converge and equal `k!/a^(k+1)`. -/
theorem power_moment {a : ℝ} (ha : 0 < a) (k : ℕ) :
    IntegrableOn (fun r : ℝ => r ^ k * Real.exp (-(a * r))) (Ioi 0) ∧
    ∫ r in Ioi (0 : ℝ), r ^ k * Real.exp (-(a * r)) = (k.factorial : ℝ) / a ^ (k + 1) := by
  have hv : ∫ r in Ioi (0 : ℝ), r ^ k * Real.exp (-(a * r))
      = (k.factorial : ℝ) / a ^ (k + 1) := by
    have h := Real.integral_rpow_mul_exp_neg_mul_Ioi
      (show (0 : ℝ) < (k : ℝ) + 1 by positivity) ha
    have e : (1 / a) ^ ((k : ℝ) + 1) = 1 / a ^ (k + 1) := by
      have h1 := Real.rpow_natCast (1 / a) (k + 1)
      push_cast at h1
      rw [h1, one_div_pow]
    rw [e, Real.Gamma_nat_eq_factorial] at h
    simp only [add_sub_cancel_right, Real.rpow_natCast] at h
    rw [h]
    ring
  refine ⟨?_, hv⟩
  -- a non-integrable function would have integral zero
  by_contra hn
  rw [integral_undef hn] at hv
  have : 0 < (k.factorial : ℝ) / a ^ (k + 1) := by positivity
  linarith
```

Linearity extends this to polynomials.

```lean
/-- Integral of a polynomial without constant term, of degree at most six, times an
exponential. -/
theorem radial_moments {a : ℝ} (ha : 0 < a) (c1 c2 c3 c4 c5 c6 : ℝ) :
    IntegrableOn (fun r : ℝ => (c1 * r + c2 * r ^ 2 + c3 * r ^ 3 + c4 * r ^ 4 + c5 * r ^ 5
      + c6 * r ^ 6) * Real.exp (-(a * r))) (Ioi 0) ∧
    ∫ r in Ioi (0 : ℝ), (c1 * r + c2 * r ^ 2 + c3 * r ^ 3 + c4 * r ^ 4 + c5 * r ^ 5
      + c6 * r ^ 6) * Real.exp (-(a * r)) = c1 / a ^ 2 + 2 * c2 / a ^ 3 + 6 * c3 / a ^ 4
      + 24 * c4 / a ^ 5 + 120 * c5 / a ^ 6 + 720 * c6 / a ^ 7 := by
  have e : (fun r : ℝ => (c1 * r + c2 * r ^ 2 + c3 * r ^ 3 + c4 * r ^ 4 + c5 * r ^ 5
      + c6 * r ^ 6) * Real.exp (-(a * r))) = fun r => ∑ i : Fin 6,
      ![c1, c2, c3, c4, c5, c6] i * (r ^ ((i : ℕ) + 1) * Real.exp (-(a * r))) := by
    funext r
    rw [Fin.sum_univ_six]
    change _ = c1 * (r ^ 1 * Real.exp (-(a * r))) + c2 * (r ^ 2 * Real.exp (-(a * r)))
      + c3 * (r ^ 3 * Real.exp (-(a * r))) + c4 * (r ^ 4 * Real.exp (-(a * r)))
      + c5 * (r ^ 5 * Real.exp (-(a * r))) + c6 * (r ^ 6 * Real.exp (-(a * r)))
    ring
  have hi (i : Fin 6) := Integrable.const_mul (power_moment ha ((i : ℕ) + 1)).1
    (![c1, c2, c3, c4, c5, c6] i)
  rw [e]
  refine ⟨MeasureTheory.integrable_finsetSum _ fun i _ => hi i, ?_⟩
  rw [MeasureTheory.integral_finsetSum _ fun i _ => hi i]
  simp_rw [integral_const_mul, (power_moment ha _).2]
  rw [Fin.sum_univ_six]
  change c1 * ((Nat.factorial 1 : ℝ) / a ^ 2) + c2 * ((Nat.factorial 2 : ℝ) / a ^ 3)
    + c3 * ((Nat.factorial 3 : ℝ) / a ^ 4) + c4 * ((Nat.factorial 4 : ℝ) / a ^ 5)
    + c5 * ((Nat.factorial 5 : ℝ) / a ^ 6) + c6 * ((Nat.factorial 6 : ℝ) / a ^ 7) = _
  simp only [Nat.factorial]
  push_cast
  ring
```

In the next theorem `A` is $V'$, and `u` is assumed to be continuous, and integrable on the half-line. The hypothesis `h0` makes $V'$ vanish at infinity, which excludes a spurious constant term in the potential.

```lean
/-- Radial Poisson equation: if `V'' = u` and `V'(0) = -∫ u`, the density `s u(s)` has
the potential `(V(0) - V(r))/r` at radius `r > 0`. -/
theorem potential_of_poisson {u A V : ℝ → ℝ} (hu : Continuous u)
    (hi : IntegrableOn u (Ioi 0)) (hV : ∀ s, HasDerivAt V (A s) s)
    (hA : ∀ s, HasDerivAt A (u s) s) (h0 : ∫ s in Ioi (0 : ℝ), u s = -A 0)
    {r : ℝ} (hr : 0 < r) :
    ∫ s in Ioi (0 : ℝ), s * u s / max r s = (V 0 - V r) / r := by
  have hsplit : Ioc 0 r ∪ Ioi r = Ioi (0 : ℝ) := Ioc_union_Ioi_eq_Ioi hr.le
  have hd : Disjoint (Ioc 0 r) (Ioi r) :=
    Set.disjoint_left.2 fun x hx hx' => not_lt_of_ge hx.2 hx'
  have hin : EqOn (fun s => s * u s / max r s) (fun s => s * u s / r) (Ioc 0 r) :=
    fun s hs => by simp only [max_eq_left hs.2]
  have hout : EqOn (fun s => s * u s / max r s) u (Ioi r) := fun s hs => by
    have hs' : r < s := hs
    simp only [max_eq_right hs'.le]
    exact mul_div_cancel_left₀ (u s) (hr.trans hs').ne'
  have i1 : IntegrableOn (fun s => s * u s / r) (Ioc 0 r) :=
    (by fun_prop : Continuous fun s => s * u s / r).integrableOn_Ioc
  have i2 : IntegrableOn u (Ioi r) := hi.mono_set (Ioi_subset_Ioi hr.le)
  have i3 : IntegrableOn u (Ioc 0 r) := hu.integrableOn_Ioc
  have hu0 : ∫ s in Ioi (0 : ℝ), u s = (∫ s in Ioc 0 r, u s) + ∫ s in Ioi r, u s := by
    rw [← hsplit, setIntegral_union hd measurableSet_Ioi i3 i2]
  -- integrate (r - s) V''(s) by parts over the inner region
  have hD : ∀ s, HasDerivAt (fun s => (r - s) * A s + V s) ((r - s) * u s) s := fun s =>
    ((((hasDerivAt_id' s).const_sub r).fun_mul (hA s)).fun_add (hV s)).congr_deriv (by ring)
  have hF := intervalIntegral.integral_eq_sub_of_hasDerivAt (fun s _ => hD s)
    ((by fun_prop : Continuous fun s => (r - s) * u s).intervalIntegrable 0 r)
  rw [intervalIntegral.integral_of_le hr.le] at hF
  have hlin : ∫ s in Ioc 0 r, (r - s) * u s
      = r * (∫ s in Ioc 0 r, u s) - r * ∫ s in Ioc 0 r, s * u s / r := by
    rw [← integral_const_mul, ← integral_const_mul,
      ← integral_sub (Integrable.const_mul i3 r) (Integrable.const_mul i1 r)]
    refine integral_congr_ae (ae_of_all _ fun s => ?_)
    have h1 : r * (s * u s / r) = s * u s := by field_simp
    change (r - s) * u s = r * u s - r * (s * u s / r)
    rw [h1]
    ring
  rw [← hsplit, setIntegral_union hd measurableSet_Ioi
    (i1.congr_fun hin.symm measurableSet_Ioc) (i2.congr_fun hout.symm measurableSet_Ioi),
    setIntegral_congr_fun measurableSet_Ioc hin,
    setIntegral_congr_fun measurableSet_Ioi hout, eq_div_iff hr.ne']
  linear_combination r * h0 - r * hu0 + hlin - hF
```

The proof turns on `intervalIntegral.integral_eq_sub_of_hasDerivAt`, the fundamental theorem of calculus. It asks for a derivative at each point and an integrable derivative, and returns the difference of endpoint values. Given $(r-s)V'+V$, it yields the integration by parts in one application. The final `linear_combination` is the rearrangement made above.

## A closed formula and its evaluation

In `monopole_density` the unprimed density, with exponent `a`, is the one whose potential is taken. The equations `e0` to `e3` are the matched coefficients; `hpot` is the potential, and `hpt` multiplies it by the outer density.

```lean
/-- Closed form of the monopole interaction of two polynomial-exponential densities; the
`v`'s are the coefficients of the Poisson solution for the second density. -/
theorem monopole_density {a b p q t p' q' t' v0 v1 v2 v3 : ℝ} (hb : 0 < b) (ha : 0 < a)
    (h0 : v0 = 2 * p / a ^ 3 + 6 * q / a ^ 4 + 24 * t / a ^ 5)
    (h1 : v1 = p / a ^ 2 + 4 * q / a ^ 3 + 18 * t / a ^ 4)
    (h2 : v2 = q / a ^ 2 + 6 * t / a ^ 3) (h3 : v3 = t / a ^ 2) :
    monopole (density p' q' t' b) (density p q t a) =
      v0 * (p' / b ^ 2 + 2 * q' / b ^ 3 + 6 * t' / b ^ 4)
      - (p' * v0 / (a + b) ^ 2 + 2 * (p' * v1 + q' * v0) / (a + b) ^ 3
        + 6 * (p' * v2 + q' * v1 + t' * v0) / (a + b) ^ 4
        + 24 * (p' * v3 + q' * v2 + t' * v1) / (a + b) ^ 5
        + 120 * (q' * v3 + t' * v2) / (a + b) ^ 6 + 720 * (t' * v3) / (a + b) ^ 7) := by
  have hD : ∀ c0 c1 c2 c3 s : ℝ, HasDerivAt
      (fun s => (c0 + c1 * s + c2 * s ^ 2 + c3 * s ^ 3) * Real.exp (-(a * s)))
      ((c1 + 2 * c2 * s + 3 * c3 * s ^ 2 - a * (c0 + c1 * s + c2 * s ^ 2 + c3 * s ^ 3))
        * Real.exp (-(a * s))) s := by
    intro c0 c1 c2 c3 s
    have d2 : HasDerivAt (fun s : ℝ => s ^ 2) (2 * s) s := by simpa using hasDerivAt_pow 2 s
    have d3 : HasDerivAt (fun s : ℝ => s ^ 3) (3 * s ^ 2) s := by
      simpa using hasDerivAt_pow 3 s
    have hE := (((hasDerivAt_id' s).const_mul a).fun_neg).exp
    exact ((((((hasDerivAt_id' s).const_mul c1).const_add c0).fun_add
      (d2.const_mul c2)).fun_add (d3.const_mul c3)).fun_mul hE).congr_deriv (by ring)
  -- the coefficients solve V'' = density / s
  have e0 : 2 * v2 - 2 * a * v1 + a ^ 2 * v0 = 0 := by rw [h0, h1, h2]; field_simp; ring
  have e1 : 6 * v3 - 4 * a * v2 + a ^ 2 * v1 = p := by rw [h1, h2, h3]; field_simp; ring
  have e2 : -6 * a * v3 + a ^ 2 * v2 = q := by rw [h2, h3]; field_simp; ring
  have e3 : a ^ 2 * v3 = t := by rw [h3]; field_simp
  have M := radial_moments ha p q t 0 0 0
  have hpot : ∀ r : ℝ, 0 < r → ∫ s in Ioi (0 : ℝ), density p q t a s / max r s =
      (v0 - (v0 + v1 * r + v2 * r ^ 2 + v3 * r ^ 3) * Real.exp (-(a * r))) / r := by
    intro r hr
    have h := potential_of_poisson (by fun_prop) M.1
      (fun s => (hD v0 v1 v2 v3 s).congr_deriv (g' := ((v1 - a * v0) + (2 * v2 - a * v1) * s
        + (3 * v3 - a * v2) * s ^ 2 + (-a * v3) * s ^ 3) * Real.exp (-(a * s))) (by ring))
      (fun s => (hD _ _ _ _ s).congr_deriv (by
        linear_combination Real.exp (-(a * s)) * (e0 + s * e1 + s ^ 2 * e2 + s ^ 3 * e3)))
      (by rw [M.2, h0, h1]; simp only [mul_zero, neg_zero, Real.exp_zero]; field_simp; ring) hr
    have hf : density p q t a = fun s => s * ((p * s + q * s ^ 2 + t * s ^ 3 + 0 * s ^ 4
        + 0 * s ^ 5 + 0 * s ^ 6) * Real.exp (-(a * s))) := by
      funext s; simp only [density]; ring
    rw [hf, h]
    simp
  have M1 := radial_moments hb p' q' t' 0 0 0
  have M2 := radial_moments (add_pos ha hb) (p' * v0) (p' * v1 + q' * v0)
    (p' * v2 + q' * v1 + t' * v0) (p' * v3 + q' * v2 + t' * v1) (q' * v3 + t' * v2) (t' * v3)
  have hpt : EqOn (fun r => ∫ s in Ioi (0 : ℝ),
      density p' q' t' b r * density p q t a s / max r s) (fun r =>
      v0 * ((p' * r + q' * r ^ 2 + t' * r ^ 3 + 0 * r ^ 4 + 0 * r ^ 5 + 0 * r ^ 6)
        * Real.exp (-(b * r))) - (p' * v0 * r + (p' * v1 + q' * v0) * r ^ 2
        + (p' * v2 + q' * v1 + t' * v0) * r ^ 3 + (p' * v3 + q' * v2 + t' * v1) * r ^ 4
        + (q' * v3 + t' * v2) * r ^ 5 + t' * v3 * r ^ 6) * Real.exp (-((a + b) * r)))
      (Ioi 0) := by
    intro r hr
    have hr' : 0 < r := hr
    have hexp : Real.exp (-((a + b) * r)) = Real.exp (-(a * r)) * Real.exp (-(b * r)) := by
      rw [← Real.exp_add]; congr 1; ring
    simp only [mul_div_assoc]
    rw [integral_const_mul, hpot r hr', hexp, ← mul_div_assoc, div_eq_iff hr'.ne']
    simp only [density]
    ring
  rw [monopole, setIntegral_congr_fun measurableSet_Ioi hpt,
    integral_sub (Integrable.const_mul M1.1 v0) M2.1, integral_const_mul, M1.2, M2.2]
  ring
```

The orbital products are then identified as members of the family.

```lean
/-- The products of the 1s and 2s radial functions as polynomial-exponential densities. -/
theorem orbital_products {Z : ℝ} (hZ : 0 < Z) :
    (fun r => P1s Z r ^ 2) = density (4 * Z ^ 3) 0 0 (2 * Z) ∧
    (fun r => P1s Z r * P2s Z r) = density (√2 * Z ^ 3) (-(√2 * Z ^ 4 / 2)) 0 (3 * Z / 2) ∧
    (fun r => P2s Z r ^ 2) = density (Z ^ 3 / 2) (-(Z ^ 4 / 2)) (Z ^ 5 / 8) Z := by
  have hw : (Z ^ (3 / 2 : ℝ)) ^ 2 = Z ^ 3 := by
    rw [← Real.rpow_natCast, ← Real.rpow_mul hZ.le]
    norm_num
  have hs : √2 * √2 = (2 : ℝ) := Real.mul_self_sqrt (by norm_num)
  have hi : (√2)⁻¹ = √2 / 2 := inv_eq_of_mul_eq_one_right (by linear_combination hs / 2)
  have hi2 : (√2)⁻¹ ^ 2 = (1 / 2 : ℝ) := by rw [hi]; linear_combination hs / 4
  refine ⟨?_, ?_, ?_⟩ <;> funext r <;> simp only [P1s, P2s, density]
  · have hE : Real.exp (-(2 * Z * r)) = Real.exp (-(Z * r)) ^ 2 := by
      rw [pow_two, ← Real.exp_add]; congr 1; ring
    rw [hE]
    linear_combination 4 * r ^ 2 * Real.exp (-(Z * r)) ^ 2 * hw
  · have hE : Real.exp (-(3 * Z / 2 * r)) = Real.exp (-(Z * r)) * Real.exp (-(Z * r / 2)) := by
      rw [← Real.exp_add]; congr 1; ring
    rw [hE]
    linear_combination (2 * r ^ 2 * (1 - Z * r / 2) * Real.exp (-(Z * r))
      * Real.exp (-(Z * r / 2))) * ((√2)⁻¹ * hw + Z ^ 3 * hi)
  · have hE : Real.exp (-(Z * r)) = Real.exp (-(Z * r / 2)) ^ 2 := by
      rw [pow_two, ← Real.exp_add]; congr 1; ring
    rw [hE]
    linear_combination (r ^ 2 * (1 - Z * r / 2) ^ 2 * Real.exp (-(Z * r / 2)) ^ 2)
      * ((√2)⁻¹ ^ 2 * hw + Z ^ 3 * hi2)
```

For 1s functions with charges $Z$ and $W$, $V=(1+Wr)e^{-2Wr}$, so the integral is $Z-Z^3(Z+2W)/(Z+W)^3$, which equals the fraction stated here.

```lean
/-- Direct Slater integral of two 1s functions with different charges `Z` and `W`. -/
theorem F0_1s_1s_two_charges {Z W : ℝ} (hZ : 0 < Z) (hW : 0 < W) :
    F0 (P1s Z) (P1s W) = Z * W * (Z ^ 2 + 3 * Z * W + W ^ 2) / (Z + W) ^ 3 := by
  have hs : Z + W ≠ 0 := (add_pos hZ hW).ne'
  rw [F0, (orbital_products hZ).1, (orbital_products hW).1,
    monopole_density (by positivity) (by positivity) rfl rfl rfl rfl,
    show 2 * W + 2 * Z = 2 * (Z + W) by ring]
  field_simp
  ring
```

As $W\to\infty$ the second electron shrinks to a point at the nucleus, and the formula tends to $Z$, the 1s expectation value of $1/r$.

The last theorem sets $W=Z$ for the first value and evaluates `monopole_density` for the other three.

```lean
/-- The monopole Slater integrals of the hydrogenic 1s and 2s shells for nuclear
charge `Z > 0`. -/
theorem slater_integrals_1s_2s {Z : ℝ} (hZ : 0 < Z) :
    F0 (P1s Z) (P1s Z) = 5 * Z / 8 ∧ F0 (P1s Z) (P2s Z) = 17 * Z / 81 ∧
    G0 (P1s Z) (P2s Z) = 16 * Z / 729 ∧ F0 (P2s Z) (P2s Z) = 77 * Z / 512 := by
  obtain ⟨h11, h12, h22⟩ := orbital_products hZ
  refine ⟨?_, ?_, ?_, ?_⟩
  · rw [F0_1s_1s_two_charges hZ hZ, show Z + Z = 2 * Z by ring]
    field_simp
    ring
  · rw [F0, h11, h22, monopole_density (by positivity) hZ rfl rfl rfl rfl,
      show Z + 2 * Z = 3 * Z by ring]
    field_simp
    ring
  · -- the exchange density enters twice, so only the square of √2 survives
    have hs : √2 ^ 2 = (2 : ℝ) := Real.sq_sqrt (by norm_num)
    rw [G0, h12, monopole_density (by positivity) (by positivity) rfl rfl rfl rfl,
      show 3 * Z / 2 + 3 * Z / 2 = 3 * Z by ring]
    trans √2 ^ 2 * (8 * Z / 729)
    · field_simp
      ring
    · rw [hs]
      ring
  · rw [F0, h22, monopole_density hZ hZ rfl rfl rfl rfl, show Z + Z = 2 * Z by ring]
    field_simp
    ring

end

end HydrogenicSlaterIntegrals
```

```lean
#print axioms HydrogenicSlaterIntegrals.slater_integrals_1s_2s
```

```
'HydrogenicSlaterIntegrals.slater_integrals_1s_2s' depends on axioms: [propext, Classical.choice, Quot.sound]
```
